# The relativistic local exchange factor decreases from 1 to −1/2 and changes sign once

Let $b=p_F/(mc)$ be the Fermi momentum of a homogeneous, unpolarised electron gas in units of $mc$. At density $n$ it is $b=\hbar(3\pi^2n)^{1/3}/(mc)$. Define

$$g(b)=\frac{b\sqrt{1+b^2}-\operatorname{arsinh}b}{b^2},\qquad F(b)=1-\tfrac32\,g(b)^2 .$$

The factor $F$ multiplies the non-relativistic exchange energy density at the same $n$, which is negative, so $F<0$ means a positive exchange energy density. This closed form includes the transverse (magnetic and retarded) part of the interaction. It is taken here as a definition and is not derived from the exchange integral over Dirac spinors. The result describes how the relativistic correction behaves in the local density approximation, for exchange alone and with the homogeneous gas as the model.

```lean
import Mathlib

open Filter Topology Set

namespace RelativisticLocalExchange

noncomputable section
```

In Lean, $g$ is `exchangeRatio` and $F$ is `exchangeFactor`. Both are functions on all of `ℝ`, and the physical range $b>0$ enters through hypotheses or through the set `Ioi 0`.

```lean
/-- The ratio `(b √(1 + b²) - arsinh b) / b²`, where `b` is the Fermi momentum in units
of `m c`. -/
def exchangeRatio (b : ℝ) : ℝ := (b * √(1 + b ^ 2) - Real.arsinh b) / b ^ 2

/-- The relativistic correction factor of the local exchange energy as a function of the
Fermi momentum `b` in units of `m c`. -/
def exchangeFactor (b : ℝ) : ℝ := 1 - 3 / 2 * exchangeRatio b ^ 2
```

## Velocity and rapidity

Write $s=\sqrt{1+b^2}$, the energy in units of $mc^2$. The chain rule gives the velocity in units of $c$:

$$\frac{ds}{db}=\frac{2b}{2s}=\frac bs .$$

```lean
/-- The derivative of the relativistic energy `√(1 + b²)` with respect to momentum is the
velocity `b / √(1 + b²)`. -/
theorem hasDerivAt_energy (b : ℝ) :
    HasDerivAt (fun x : ℝ => √(1 + x ^ 2)) (b / √(1 + b ^ 2)) b := by
  have h : HasDerivAt (fun x : ℝ => 1 + x ^ 2) (2 * b) b := by
    simpa using (hasDerivAt_pow 2 b).const_add 1
  have hne : (1 : ℝ) + b ^ 2 ≠ 0 := by positivity
  exact (h.sqrt hne).congr_deriv (mul_div_mul_left b _ two_ne_zero)
```

The rapidity is $\operatorname{arsinh}b$, with derivative $1/s$. Since $s^2-b^2=1$,

$$\frac{d}{db}\Big(\operatorname{arsinh}b-\frac bs\Big)=\frac1s-\frac{s-b^2/s}{s^2}=\frac1s-\frac1{s^3}=\frac{b^2}{s^3}.$$

The difference vanishes at $b=0$ and has a positive derivative for $b>0$, so $b/s<\operatorname{arsinh}b$ there. In the proof, `hd` is this derivative and `hmono` is the resulting strict monotonicity on $[0,\infty)$, which is then applied to the points $0$ and $b$.

```lean
/-- At positive momentum the velocity `b / √(1 + b²)` is smaller than the rapidity
`arsinh b`. -/
theorem velocity_lt_rapidity {b : ℝ} (hb : 0 < b) :
    b / √(1 + b ^ 2) < Real.arsinh b := by
  -- the difference of the two has derivative x² / (1 + x²)^(3/2)
  have hd : ∀ x : ℝ, HasDerivAt (fun x : ℝ => Real.arsinh x - x / √(1 + x ^ 2))
      (x ^ 2 / √(1 + x ^ 2) ^ 3) x := by
    intro x
    have hs : √(1 + x ^ 2) ≠ 0 := (Real.sqrt_pos.mpr (by positivity)).ne'
    have hi := mul_inv_cancel₀ hs
    have h := (Real.hasDerivAt_arsinh x).fun_sub
      ((hasDerivAt_id' x).fun_div (hasDerivAt_energy x) hs)
    refine h.congr_deriv ?_
    linear_combination (-(√(1 + x ^ 2))⁻¹) * hi
  have hmono : StrictMonoOn (fun x : ℝ => Real.arsinh x - x / √(1 + x ^ 2)) (Ici 0) := by
    apply strictMonoOn_of_deriv_pos (convex_Ici 0)
    · exact fun x _ => (hd x).continuousAt.continuousWithinAt
    · intro x hx
      rw [interior_Ici] at hx
      have hx' : 0 < x := hx
      rw [(hd x).deriv]
      positivity
  have h0 := hmono (mem_Ici.mpr le_rfl) (mem_Ici.mpr hb.le) hb
  simp only [Real.arsinh_zero, zero_div, sub_zero] at h0
  linarith
```

## The ratio increases

The numerator $N=bs-\operatorname{arsinh}b$ has derivative

$$N'=s+\frac{b^2}{s}-\frac1s=\frac{s^2+b^2-1}{s}=\frac{2b^2}{s}.$$

The quotient rule and $b^3/s-bs=-b/s$ then give

$$g'(b)=\frac{N'b^2-2bN}{b^4}=\frac{2}{b^3}\Big(\frac{b^3}{s}-bs+\operatorname{arsinh}b\Big)=\frac{2}{b^3}\Big(\operatorname{arsinh}b-\frac bs\Big).$$

In Lean, `hnum` is the formula for $N'$, and `key` simplifies the numerator of the quotient rule. The `linear_combination` steps use only $s\,s^{-1}=1$ and $s^2=1+b^2$.

```lean
/-- At positive momentum, the derivative of the exchange ratio is twice the difference between
rapidity and velocity, divided by the cube of the momentum. -/
theorem hasDerivAt_exchangeRatio {b : ℝ} (hb : 0 < b) :
    HasDerivAt exchangeRatio (2 * (Real.arsinh b - b / √(1 + b ^ 2)) / b ^ 3) b := by
  have hi := mul_inv_cancel₀ (Real.sqrt_pos.mpr (by positivity : 0 < 1 + b ^ 2)).ne'
  have hs := Real.sq_sqrt (by positivity : 0 ≤ 1 + b ^ 2)
  have hnum : HasDerivAt (fun x : ℝ => x * √(1 + x ^ 2) - Real.arsinh x)
      (2 * b ^ 2 / √(1 + b ^ 2)) b := by
    refine (((hasDerivAt_id' b).fun_mul (hasDerivAt_energy b)).fun_sub
      (Real.hasDerivAt_arsinh b)).congr_deriv ?_
    linear_combination (√(1 + b ^ 2))⁻¹ * hs - √(1 + b ^ 2) * hi
  have hp : HasDerivAt (fun x : ℝ => x ^ 2) (2 * b) b := by
    simpa using hasDerivAt_pow 2 b
  -- numerator of the quotient rule, with one factor of b taken out
  have key : 2 * b ^ 2 / √(1 + b ^ 2) * b ^ 2
      - (b * √(1 + b ^ 2) - Real.arsinh b) * (2 * b)
      = b * (2 * (Real.arsinh b - b / √(1 + b ^ 2))) := by
    linear_combination (-2 * b ^ 2) * ((√(1 + b ^ 2))⁻¹ * hs - √(1 + b ^ 2) * hi)
  refine (hnum.fun_div hp (pow_ne_zero 2 hb.ne')).congr_deriv ?_
  rw [key, div_eq_div_iff (by positivity) (by positivity)]
  ring
```

By the inequality between velocity and rapidity, $g'(b)>0$ for every $b>0$, so $g$ is strictly increasing.

```lean
/-- The exchange ratio increases strictly with the Fermi momentum. -/
theorem exchangeRatio_strictMonoOn : StrictMonoOn exchangeRatio (Ioi 0) := by
  apply strictMonoOn_of_deriv_pos (convex_Ioi 0)
  · exact fun x hx => (hasDerivAt_exchangeRatio hx).continuousAt.continuousWithinAt
  · intro x hx
    rw [interior_Ioi] at hx
    have hx' : 0 < x := hx
    rw [(hasDerivAt_exchangeRatio hx').deriv]
    have := velocity_lt_rapidity hx'
    exact div_pos (by linarith) (by positivity)
```

## Bounds and limits of the ratio

Putting $x=\operatorname{arsinh}b$ in $x\le\sinh x$ gives $\operatorname{arsinh}b\le b$. Since $s>1$, it follows that $bs>b\ge\operatorname{arsinh}b$, hence $g(b)>0$. For the upper bound, the velocity inequality gives

$$bs-\operatorname{arsinh}b<bs-\frac bs=\frac{b^3}{s}\le b^3,$$

and division by $b^2$ yields $g(b)<b$.

```lean
/-- At positive momentum, the rapidity does not exceed the momentum, and the exchange ratio is
positive and smaller than the momentum. -/
theorem exchangeRatio_bounds {b : ℝ} (hb : 0 < b) :
    Real.arsinh b ≤ b ∧ 0 < exchangeRatio b ∧ exchangeRatio b < b := by
  have hA : Real.arsinh b ≤ b := by
    have h := Real.self_le_sinh_iff.mpr (Real.arsinh_nonneg_iff.mpr hb.le)
    rwa [Real.sinh_arsinh] at h
  have h1 : 1 < √(1 + b ^ 2) :=
    (Real.lt_sqrt zero_le_one).mpr (by nlinarith [pow_pos hb 2])
  have hi := mul_inv_cancel₀ (by linarith : 0 < √(1 + b ^ 2)).ne'
  have hs := Real.sq_sqrt (by positivity : 0 ≤ 1 + b ^ 2)
  refine ⟨hA, div_pos ?_ (by positivity), ?_⟩
  · have := mul_lt_mul_of_pos_left h1 hb
    linarith
  · have e : b * √(1 + b ^ 2) - b / √(1 + b ^ 2) = b ^ 3 / √(1 + b ^ 2) := by
      linear_combination b * ((√(1 + b ^ 2))⁻¹ * hs - √(1 + b ^ 2) * hi)
    have h3 : b ^ 3 / √(1 + b ^ 2) ≤ b ^ 3 := div_le_self (by positivity) h1.le
    have hv := velocity_lt_rapidity hb
    unfold exchangeRatio
    rw [div_lt_iff₀ (by positivity)]
    linarith [show b * b ^ 2 = b ^ 3 by ring]
```

The bounds $0<g(b)<b$ force $g\to0$ as $b\to0^+$. For large $b$, use $b\le s\le1+b$ and $0\le\operatorname{arsinh}b\le b$:

$$b^2-b\le bs-\operatorname{arsinh}b\le b^2+b,\qquad\text{so}\qquad 1-\frac1b\le g(b)\le1+\frac1b ,$$

and $g\to1$. In the formal statement, `𝓝[>] 0` is the approach to zero from above and `atTop` is $b\to\infty$. Each limit is a squeeze between the bounds just given.

```lean
/-- The exchange ratio tends to 0 at vanishing Fermi momentum and to 1 at infinite Fermi
momentum. -/
theorem exchangeRatio_limits :
    Tendsto exchangeRatio (𝓝[>] 0) (𝓝 0) ∧ Tendsto exchangeRatio atTop (𝓝 1) := by
  constructor
  · have h : Tendsto (fun b : ℝ => b) (𝓝[>] 0) (𝓝 0) :=
      tendsto_id.mono_left nhdsWithin_le_nhds
    refine tendsto_of_tendsto_of_tendsto_of_le_of_le' tendsto_const_nhds h ?_ ?_
    · filter_upwards [self_mem_nhdsWithin] with b hb
      exact (exchangeRatio_bounds hb).2.1.le
    · filter_upwards [self_mem_nhdsWithin] with b hb
      exact (exchangeRatio_bounds hb).2.2.le
  · -- squeeze between 1 - 1/b and 1 + 1/b
    have hi : Tendsto (fun b : ℝ => b⁻¹) atTop (𝓝 0) := tendsto_inv_atTop_zero
    have hl : Tendsto (fun b : ℝ => 1 - b⁻¹) atTop (𝓝 1) := by
      simpa using hi.const_sub 1
    have hu : Tendsto (fun b : ℝ => 1 + b⁻¹) atTop (𝓝 1) := by
      simpa using hi.const_add 1
    refine tendsto_of_tendsto_of_tendsto_of_le_of_le' hl hu ?_ ?_
    · filter_upwards [eventually_gt_atTop 0] with b hb
      have e : b⁻¹ * b ^ 2 = b := by rw [pow_two, inv_mul_cancel_left₀ hb.ne']
      have h1 : b ≤ √(1 + b ^ 2) := (Real.le_sqrt' hb).mpr (by linarith)
      show 1 - b⁻¹ ≤ (b * √(1 + b ^ 2) - Real.arsinh b) / b ^ 2
      rw [le_div_iff₀ (by positivity), sub_mul, one_mul, e]
      nlinarith [mul_le_mul_of_nonneg_left h1 hb.le, (exchangeRatio_bounds hb).1]
    · filter_upwards [eventually_gt_atTop 0] with b hb
      have e : b⁻¹ * b ^ 2 = b := by rw [pow_two, inv_mul_cancel_left₀ hb.ne']
      have h1 : √(1 + b ^ 2) ≤ 1 + b :=
        Real.sqrt_le_iff.mpr ⟨by positivity, by nlinarith⟩
      show (b * √(1 + b ^ 2) - Real.arsinh b) / b ^ 2 ≤ 1 + b⁻¹
      rw [div_le_iff₀ (by positivity), add_mul, one_mul, e]
      nlinarith [mul_le_mul_of_nonneg_left h1 hb.le, Real.arsinh_nonneg_iff.mpr hb.le]
```

The weakly relativistic case shows how the first limit is reached. Expanding the numerator gives

$$\Big(b+\frac{b^3}{2}\Big)-\Big(b-\frac{b^3}{6}\Big)+O(b^5)=\frac{2b^3}{3}+O(b^5),$$

so $g\approx 2b/3$ and $F\approx1-\tfrac23b^2$. The linear terms cancel, whereas each term of $g$ taken separately diverges as $1/b$.

## Bracketing the zero

Use $\operatorname{arsinh}b=\log(b+s)$. At $b=2$, $\sqrt5<2.24$ and $\operatorname{arsinh}2\ge\log4=2\log2>1.386$, so

$$g(2)<\frac{4.48-1.386}{4}<\frac45,\qquad F(2)>1-\frac32\cdot\frac{16}{25}=0.04 .$$

At $b=3$, $\sqrt{10}>3.16$ and $\operatorname{arsinh}3\le\log8=3\log2<2.08$, so

$$g(3)>\frac{9.48-2.08}{9}>0.82,\qquad F(3)<1-\frac32(0.82)^2<0 .$$

The Lean proof follows the same estimates, with the library's decimal bounds on $\log2$.

```lean
/-- The exchange factor is positive at Fermi momentum `2 m c` and negative at `3 m c`. -/
theorem exchangeFactor_two_three : 0 < exchangeFactor 2 ∧ exchangeFactor 3 < 0 := by
  constructor
  · have hs : √(1 + (2 : ℝ) ^ 2) < 2.24 :=
      (Real.sqrt_lt' (by norm_num)).mpr (by norm_num)
    have hs' : 2 ≤ √(1 + (2 : ℝ) ^ 2) := (Real.le_sqrt' (by norm_num)).mpr (by norm_num)
    have h4 : Real.log 4 = 2 * Real.log 2 := by
      rw [show (4 : ℝ) = 2 ^ 2 by norm_num, Real.log_pow, Nat.cast_ofNat]
    have hA : Real.log 4 ≤ Real.arsinh 2 := by
      unfold Real.arsinh
      exact Real.log_le_log (by norm_num) (by linarith)
    have hg : exchangeRatio 2 < 4 / 5 := by
      unfold exchangeRatio
      rw [div_lt_iff₀ (by norm_num)]
      linarith [Real.log_two_gt_d9]
    have hp := (exchangeRatio_bounds (b := 2) (by norm_num)).2.1
    unfold exchangeFactor
    nlinarith
  · have hs : 79 / 25 < √(1 + (3 : ℝ) ^ 2) :=
      (Real.lt_sqrt (by norm_num)).mpr (by norm_num)
    have hs' : √(1 + (3 : ℝ) ^ 2) < 5 := (Real.sqrt_lt' (by norm_num)).mpr (by norm_num)
    have h8 : Real.log 8 = 3 * Real.log 2 := by
      rw [show (8 : ℝ) = 2 ^ 3 by norm_num, Real.log_pow, Nat.cast_ofNat]
    have hA : Real.arsinh 3 ≤ Real.log 8 := by
      unfold Real.arsinh
      exact Real.log_le_log (by positivity) (by linarith)
    have hg : 41 / 50 < exchangeRatio 3 := by
      unfold exchangeRatio
      rw [lt_div_iff₀ (by norm_num)]
      linarith [Real.log_two_lt_d9]
    unfold exchangeFactor
    nlinarith
```

## Monotonicity, limits and the single sign change

Since $g$ is positive and strictly increasing, so is $g^2$, and $F=1-\tfrac32g^2$ is strictly decreasing. Its limits are $1-\tfrac32\cdot0=1$ and $1-\tfrac32\cdot1=-\tfrac12$. Continuity on $[2,3]$ and the signs at the two ends give a zero $b_0$ by the intermediate value theorem. Strict decrease then makes $F$ positive on $(0,b_0)$ and negative beyond $b_0$.

The theorem states these facts together: `StrictAntiOn exchangeFactor (Ioi 0)` is strict decrease on $b>0$, the two `Tendsto` clauses are the limits, and the existential clause gives $b_0$ with $2<b_0<3$ and the sign on each side. These signs make $b_0$ the only positive zero. The restriction to `Ioi 0` matters: $g$ is odd, so $F$ is even and cannot be decreasing on the whole line.

```lean
/-- The relativistic exchange factor decreases strictly from its limit 1 at vanishing Fermi
momentum to its limit -1/2 at infinite Fermi momentum, and changes sign exactly once, at a
Fermi momentum between `2 m c` and `3 m c`. -/
theorem exchangeFactor_main :
    StrictAntiOn exchangeFactor (Ioi 0) ∧
    Tendsto exchangeFactor (𝓝[>] 0) (𝓝 1) ∧
    Tendsto exchangeFactor atTop (𝓝 (-1 / 2)) ∧
    ∃ b₀ : ℝ, 2 < b₀ ∧ b₀ < 3 ∧ exchangeFactor b₀ = 0 ∧
      (∀ b, 0 < b → b < b₀ → 0 < exchangeFactor b) ∧
      (∀ b, b₀ < b → exchangeFactor b < 0) := by
  have hanti : StrictAntiOn exchangeFactor (Ioi 0) := by
    intro x hx y hy hxy
    have h := pow_lt_pow_left₀ (exchangeRatio_strictMonoOn hx hy hxy)
      (exchangeRatio_bounds hx).2.1.le two_ne_zero
    unfold exchangeFactor
    linarith
  refine ⟨hanti, ?_, ?_, ?_⟩
  · have h := ((exchangeRatio_limits.1.pow 2).const_mul (3 / 2 : ℝ)).const_sub 1
    rw [show (1 : ℝ) - 3 / 2 * 0 ^ 2 = 1 by norm_num] at h
    exact h
  · have h := ((exchangeRatio_limits.2.pow 2).const_mul (3 / 2 : ℝ)).const_sub 1
    rw [show (1 : ℝ) - 3 / 2 * 1 ^ 2 = -1 / 2 by norm_num] at h
    exact h
  · -- the zero comes from the intermediate value theorem on [2, 3]
    have hc : ContinuousOn exchangeFactor (Icc 2 3) := by
      intro x hx
      have hx0 : 0 < x := by linarith [hx.1]
      have h : ContinuousAt exchangeFactor x := continuousAt_const.sub
        (continuousAt_const.mul ((hasDerivAt_exchangeRatio hx0).continuousAt.pow 2))
      exact h.continuousWithinAt
    obtain ⟨b₀, hb, h0⟩ := intermediate_value_Ioo' (by norm_num : (2 : ℝ) ≤ 3) hc
      ⟨exchangeFactor_two_three.2, exchangeFactor_two_three.1⟩
    have hb0 : 0 < b₀ := by linarith [hb.1]
    refine ⟨b₀, hb.1, hb.2, h0, fun b hpos hlt => ?_, fun b hlt => ?_⟩
    · have h := hanti (mem_Ioi.mpr hpos) (mem_Ioi.mpr hb0) hlt
      rwa [h0] at h
    · have h := hanti (mem_Ioi.mpr hb0) (mem_Ioi.mpr (hb0.trans hlt)) hlt
      rwa [h0] at h
```

A mistake that the common limits invite is to read $b_0$ as the point where the exchange potential changes sign. The potential is the density derivative of the energy density, which is proportional to $b^4F(b)$, so its correction factor is

$$F+\frac b4F'=-\frac12+\frac32\,\frac{\operatorname{arsinh}b}{b\sqrt{1+b^2}} .$$

This also runs from $1$ to $-\tfrac12$, but it is already slightly negative at $b=2$, where $F$ is still positive.

## Strict bounds at every density

For $b>0$, $g(b)>0$ gives $F(b)<1$. An increasing function stays at or below its limit, so $g(b+1)\le1$, and strict increase gives $g(b)<g(b+1)\le1$. Hence $F(b)>-\tfrac12$: neither limiting value is attained at a finite positive Fermi momentum. The detour through $b+1$ turns the weak bound obtained from the limit into a strict one.

```lean
/-- At every positive Fermi momentum the exchange factor lies strictly between -1/2
and 1. -/
theorem exchangeFactor_range {b : ℝ} (hb : 0 < b) :
    -1 / 2 < exchangeFactor b ∧ exchangeFactor b < 1 := by
  have hp := (exchangeRatio_bounds hb).2.1
  have hb1 : 0 < b + 1 := by linarith
  -- the ratio at b + 1 is already bounded by the limiting value 1
  have hle : exchangeRatio (b + 1) ≤ 1 := by
    refine ge_of_tendsto exchangeRatio_limits.2 ?_
    filter_upwards [eventually_ge_atTop (b + 1)] with c hc
    exact exchangeRatio_strictMonoOn.monotoneOn (mem_Ioi.mpr hb1)
      (mem_Ioi.mpr (hb1.trans_le hc)) hc
  have hlt := exchangeRatio_strictMonoOn (mem_Ioi.mpr hb) (mem_Ioi.mpr hb1)
    (by linarith : b < b + 1)
  unfold exchangeFactor
  constructor <;> nlinarith

end

end RelativisticLocalExchange
```

```lean
#print axioms RelativisticLocalExchange.exchangeFactor_main
#print axioms RelativisticLocalExchange.exchangeFactor_range
```

```
'RelativisticLocalExchange.exchangeFactor_main' depends on axioms: [propext, Classical.choice, Quot.sound]
'RelativisticLocalExchange.exchangeFactor_range' depends on axioms: [propext, Classical.choice, Quot.sound]
```
